# For stored errors with Gram bounds $m>0$ and $L$, averaging gives at most $(L+m)^2/(4Lm)$ times the least squared DIIS error

A self-consistent-field calculation has stored several trial Fock matrices, each with an error vector that would vanish at convergence. The next trial can be their plain average, or the combination that DIIS selects by making the combined error as short as possible among weights that sum to one. How much longer can the averaged error be?

Let the errors be $e_1,\dots,e_n$, with Gram matrix $B_{ij}=\langle e_i,e_j\rangle$. If $m|v|^2\le v^TBv\le L|v|^2$ for every real weight vector $v$, with $m>0$, the ratio of squared norms is at most $(L+m)^2/(4Lm)$. This compares two choices of weights for one fixed, linearly independent set of errors; it does not give a convergence rate for the iteration.

## Errors with a real inner product

The finite type `ι` labels the stored errors, and `E` is any real inner product space, possibly infinite-dimensional. Real commutator matrices with the Frobenius inner product are an example; complex errors are also covered if the weights are real and the real part of their inner product is used.

```lean
import Mathlib

open Matrix
open scoped InnerProductSpace

namespace DIISVersusAveraging

noncomputable section

variable {ι E : Type*} [Fintype ι] [NormedAddCommGroup E] [InnerProductSpace ℝ E]
```

For weights $c$, `mix e c` is the combined error $\sum_i c_ie_i$.

```lean
/-- The combined error `∑ i, c i • e i`, as a linear function of the weights `c`. -/
def mix (e : ι → E) : (ι → ℝ) →ₗ[ℝ] E where
  toFun c := ∑ i, c i • e i
  map_add' x y := by simp [add_smul, Finset.sum_add_distrib]
  map_smul' s x := by simp [Finset.smul_sum, mul_smul]

/-- The plain average of the errors, for a nonempty family. -/
def average (e : ι → E) : E := (Fintype.card ι : ℝ)⁻¹ • ∑ i, e i

/-- The Gram matrix of the errors, with entries `⟪e i, e j⟫`. -/
def errorGram (e : ι → E) : Matrix ι ι ℝ := Matrix.of fun i j => ⟪e i, e j⟫_ℝ
```

## The eigenvalues of the Gram matrix lie between $m$ and $L$

For weights of unit Euclidean length, $m$ is a lower bound and $L$ an upper bound on the squared norm of the combined error. So $m$ must be small when the errors are nearly linearly dependent, and also when one of them is merely short. They may be any valid bounds; the extreme eigenvalues of $B$ are the tightest. Lean writes $|v|^2$ as `v ⬝ᵥ v`, the Euclidean square.

```lean
/-- The quadratic form of the Gram matrix lies between `m` and `L` times the squared
Euclidean length of the weight vector. -/
def GramBounds (e : ι → E) (m L : ℝ) : Prop :=
  ∀ v : ι → ℝ, m * (v ⬝ᵥ v) ≤ v ⬝ᵥ (errorGram e *ᵥ v) ∧
    v ⬝ᵥ (errorGram e *ᵥ v) ≤ L * (v ⬝ᵥ v)
```

The bounds concern errors because
$$c^TBc=\sum_{i,j}c_ic_j\langle e_i,e_j\rangle=\Big\|\sum_i c_ie_i\Big\|^2.$$
The next four lemmas write the average as equal-weight mixing, expand an overlap, identify $(Bc)_i$ with $\langle e_i,\sum_jc_je_j\rangle$, and obtain this identity.

```lean
/-- The average is the combined error with equal weights. -/
theorem average_eq_mix (e : ι → E) :
    average e = mix e (fun _ => (Fintype.card ι : ℝ)⁻¹) := by
  change _ = ∑ i, (Fintype.card ι : ℝ)⁻¹ • e i
  rw [average, Finset.smul_sum]

/-- The overlap of a combined error with a vector is the weighted sum of the overlaps. -/
theorem inner_mix (e : ι → E) (c : ι → ℝ) (x : E) :
    ⟪mix e c, x⟫_ℝ = ∑ i, c i * ⟪e i, x⟫_ℝ := by
  change ⟪∑ i, c i • e i, x⟫_ℝ = _
  rw [sum_inner]
  exact Finset.sum_congr rfl fun i _ => real_inner_smul_left _ _ _

/-- The Gram matrix applied to the weights gives the overlap of each error with the
combined error. -/
theorem gram_mulVec (e : ι → E) (c : ι → ℝ) (i : ι) :
    (errorGram e *ᵥ c) i = ⟪e i, mix e c⟫_ℝ := by
  rw [real_inner_comm, inner_mix]
  change ∑ j, ⟪e i, e j⟫_ℝ * c j = _
  refine Finset.sum_congr rfl fun j _ => ?_
  rw [real_inner_comm (e i) (e j), mul_comm]

/-- The quadratic form of the Gram matrix is the squared norm of the combined error. -/
theorem gram_quadratic (e : ι → E) (c : ι → ℝ) :
    c ⬝ᵥ (errorGram e *ᵥ c) = ‖mix e c‖ ^ 2 := by
  rw [← real_inner_self_eq_norm_sq, inner_mix]
  exact Finset.sum_congr rfl fun i _ => by rw [gram_mulVec]
```

Now take orthogonal weight vectors $x,y$, with combined errors $X,Y$. Both $x+y$ and $x-y$ have squared length $s=|x|^2+|y|^2$. The lower bound for the sum and the upper bound for the difference give
$$m\|X-Y\|^2\le mLs\le L\|X+Y\|^2.$$
Expanding both squares and collecting terms,
$$-2(L+m)\langle X,Y\rangle\le(L-m)(\|X\|^2+\|Y\|^2).$$

In `overlap_bound`, `hadd` and `hsub` compute the two equal lengths, and `nlinarith` combines the bounds after multiplication by $L$ and $m$.

```lean
/-- For orthogonal weight vectors and nonnegative Gram bounds, the overlap of the two
combined errors cannot be too negative. -/
theorem overlap_bound {e : ι → E} {m L : ℝ} (h : GramBounds e m L)
    (hm : 0 ≤ m) (hL : 0 ≤ L) {x y : ι → ℝ} (hxy : x ⬝ᵥ y = 0) :
    -(2 * (L + m) * ⟪mix e x, mix e y⟫_ℝ) ≤
      (L - m) * (‖mix e x‖ ^ 2 + ‖mix e y‖ ^ 2) := by
  have hyx : y ⬝ᵥ x = 0 := by rw [dotProduct_comm, hxy]
  have hadd : (x + y) ⬝ᵥ (x + y) = x ⬝ᵥ x + y ⬝ᵥ y := by
    simp only [add_dotProduct, dotProduct_add, hxy, hyx]
    ring
  have hsub : (x - y) ⬝ᵥ (x - y) = x ⬝ᵥ x + y ⬝ᵥ y := by
    simp only [sub_dotProduct, dotProduct_sub, hxy, hyx]
    ring
  -- the sum and the difference have the same Euclidean length
  have hp := (h (x + y)).1
  have hq := (h (x - y)).2
  rw [gram_quadratic, map_add, norm_add_sq_real, hadd] at hp
  rw [gram_quadratic, map_sub, norm_sub_sq_real, hsub] at hq
  nlinarith [mul_le_mul_of_nonneg_left hp hL, mul_le_mul_of_nonneg_left hq hm]
```

With no upper bound, no constant depending on $m$ alone would do: orthogonal errors of squared lengths $1$ and $L$ give the ratio $(L+1)^2/(4L)$, which grows without limit.

## The lower bound is positive

The condition $m>0$ says that no stored error is a combination of the others. It permits the final division by $4Lm$. Allowing $m=0$ would admit the one-dimensional errors $1$ and $2$: the weights $2,-1$ cancel them exactly, while their average is $3/2$, so no finite factor suffices.

## The weights sum to one

If the error depends affinely on the trial Fock matrix, sum-one weights make the combined error equal to the error of the combined trial. That affine dependence is the step from the model to a real calculation; the Fock matrix's commutator error generally satisfies it only approximately, near convergence.

Let $u_i=1/n$ and $d=c-u$. Since $\sum_i c_i=1$,
$$u\cdot d=\frac1n\Big(\sum_i c_i-1\Big)=0.$$
Write $a$ and $b$ for the errors mixed with $u$ and $d$, so $a$ is the average and $a+b$ the competing combination. Testing the Gram bounds on the all-ones vector gives $mn\le Ln$, hence $m\le L$.

If $m<L$, apply the overlap estimate to $(L-m)u$ and $(L+m)d$, then divide by $L-m$:
$$-2(L+m)^2\langle a,b\rangle\le(L-m)^2\|a\|^2+(L+m)^2\|b\|^2.$$
If $m=L$, the estimate for $u,d$ gives $\langle a,b\rangle\ge0$, and the same inequality holds. Therefore
$$(L+m)^2\|a+b\|^2\ge\big[(L+m)^2-(L-m)^2\big]\|a\|^2=4Lm\|a\|^2.$$

In the proof, `hud` is the orthogonality, `key` is the displayed inequality with its two cases, and the last lines expand $\|a+b\|^2$ and clear the denominator.

```lean
/-- If the Gram matrix of a nonempty family of errors has bounds `m > 0` and `L`, the squared
norm of the plain average is at most `(L + m)² / (4 L m)` times that of any combination
whose weights sum to one. -/
theorem average_le_mix [Nonempty ι] {e : ι → E} {m L : ℝ} (h : GramBounds e m L)
    (hm : 0 < m) {c : ι → ℝ} (hc : ∑ i, c i = 1) :
    ‖average e‖ ^ 2 ≤ (L + m) ^ 2 / (4 * L * m) * ‖mix e c‖ ^ 2 := by
  have hn : (0 : ℝ) < Fintype.card ι := by exact_mod_cast Fintype.card_pos
  have hmL : m ≤ L := by
    have h1 := (h (fun _ => 1)).1.trans (h (fun _ => 1)).2
    have h2 : (fun _ : ι => (1 : ℝ)) ⬝ᵥ (fun _ => 1) = Fintype.card ι := by
      simp [dotProduct]
    rw [h2] at h1
    exact le_of_mul_le_mul_right h1 hn
  have hL : 0 < L := hm.trans_le hmL
  rw [average_eq_mix]
  set u : ι → ℝ := fun _ => (Fintype.card ι : ℝ)⁻¹ with hu
  -- the deviation from equal weights is orthogonal to the equal weights
  obtain ⟨d, hd⟩ : ∃ d, d = c - u := ⟨_, rfl⟩
  have hud : u ⬝ᵥ d = 0 := by
    rw [hd, hu]
    simp only [dotProduct, Pi.sub_apply]
    rw [← Finset.mul_sum, Finset.sum_sub_distrib, hc]
    simp [hn.ne']
  have hcd : c = u + d := by rw [hd]; abel
  have key : -(2 * (L + m) ^ 2 * ⟪mix e u, mix e d⟫_ℝ) ≤
      (L - m) ^ 2 * ‖mix e u‖ ^ 2 + (L + m) ^ 2 * ‖mix e d‖ ^ 2 := by
    rcases hmL.eq_or_lt with heq | hlt
    · have w := overlap_bound h hm.le hL.le hud
      rw [← heq] at w ⊢
      have hb : 0 ≤ (m + m) * ⟪mix e u, mix e d⟫_ℝ := by linarith
      have hb' := mul_nonneg (add_pos hm hm).le hb
      have hg : 0 ≤ (m + m) ^ 2 * ‖mix e d‖ ^ 2 := by positivity
      nlinarith
    · -- rescale the two orthogonal directions to optimise the overlap bound
      have hs : ((L - m) • u) ⬝ᵥ ((L + m) • d) = 0 := by
        simp [smul_dotProduct, dotProduct_smul, hud]
      have w := overlap_bound h hm.le hL.le hs
      simp only [map_smul, real_inner_smul_left, real_inner_smul_right, norm_smul,
        mul_pow, Real.norm_eq_abs, sq_abs] at w
      refine le_of_mul_le_mul_left ?_ (sub_pos.2 hlt)
      linarith
  rw [hcd, map_add, norm_add_sq_real, div_mul_eq_mul_div, le_div_iff₀ (by positivity)]
  linarith
```

Without a condition on the sum, $c=0$ would give zero error while the average stays nonzero. The condition also excludes an empty family, so `[Nonempty ι]` adds no restriction here.

## The weights solve the DIIS equations

The stationary condition for minimising $\tfrac12c^TBc$ at fixed sum is $Bc=\mu\mathbf 1$, where $\mathbf 1$ is the all-ones vector. This fixes the sign and scale of $\mu$; some bordered DIIS systems use the opposite sign.

For any sum-one $v$, with combined errors $V$ and $C$ for $v$ and $c$,
$$\langle V,C\rangle=\sum_i v_i(Bc)_i=\mu.$$
Taking $v=c$ gives $\|C\|^2=\mu$, and then
$$0\le\|V-C\|^2=\|V\|^2-2\mu+\mu=\|V\|^2-\mu.$$
Lean's `ho` is the constant overlap, and `IsLeast` says that $\mu$ is attained and is a lower bound. No Gram bounds are needed for this.

```lean
/-- If some weights `c` with sum one solve the DIIS equations `B c = μ 1`, the multiplier `μ` is the
least squared norm among all sum-one combinations. -/
theorem diis_isLeast {e : ι → E} {c : ι → ℝ} {μ : ℝ}
    (hB : errorGram e *ᵥ c = fun _ => μ) (hc : ∑ i, c i = 1) :
    IsLeast {r : ℝ | ∃ v : ι → ℝ, ∑ i, v i = 1 ∧ ‖mix e v‖ ^ 2 = r} μ := by
  -- every sum-one combination has the same overlap with the DIIS error
  have ho : ∀ v : ι → ℝ, ∑ i, v i = 1 → ⟪mix e v, mix e c⟫_ℝ = μ := by
    intro v hv
    rw [inner_mix]
    simp_rw [← gram_mulVec, hB]
    rw [← Finset.sum_mul, hv, one_mul]
  have hcc : ‖mix e c‖ ^ 2 = μ := by rw [← real_inner_self_eq_norm_sq, ho c hc]
  refine ⟨⟨c, hc, hcc⟩, ?_⟩
  rintro r ⟨v, hv, rfl⟩
  have hpos := sq_nonneg ‖mix e v - mix e c‖
  rw [norm_sub_sq_real, ho v hv, hcc] at hpos
  linarith
```

Inserting the attaining weights into the previous inequality compares the average with $\mu$.

```lean
/-- For a nonempty family with Gram bounds `m > 0` and `L`, the squared norm of the average is at
most `(L + m)² / (4 L m)` times `μ`, whenever weights `c` with sum one solve the DIIS equations
`B c = μ 1`. -/
theorem average_le_diis [Nonempty ι] {e : ι → E} {m L μ : ℝ} (h : GramBounds e m L)
    (hm : 0 < m) {c : ι → ℝ} (hB : errorGram e *ᵥ c = fun _ => μ)
    (hc : ∑ i, c i = 1) :
    ‖average e‖ ^ 2 ≤ (L + m) ^ 2 / (4 * L * m) * μ := by
  obtain ⟨v, hv, hr⟩ := (diis_isLeast hB hc).1
  rw [← hr]
  exact average_le_mix h hm hv
```

Without $Bc=\mu\mathbf 1$, $\mu$ would be an unrelated number, and $\mu=0$ would violate the bound. A solution is taken as given; for $m>0$, positive definiteness of $B$ supplies one by ordinary linear algebra.

## Two orthogonal errors reach the factor

For orthogonal errors of squared lengths $m$ and $L$, the average has squared norm $(L+m)/4$. The weights $L/(L+m)$ and $m/(L+m)$ give $Lm/(L+m)$, and the quotient is the stated factor. In the proof, `key` evaluates the squared norm for arbitrary weights.

```lean
/-- Two orthogonal errors in the plane, of lengths `√m` and `√L`, for nonnegative `m`, `L`. -/
def orthogonalPair (m L : ℝ) : Fin 2 → EuclideanSpace ℝ (Fin 2) :=
  ![!₂[√m, 0], !₂[0, √L]]

/-- The constant is sharp for all `0 < m ≤ L`: the orthogonal pair has Gram bounds `m` and `L`,
and the weights `L / (L + m)` and `m / (L + m)`, which sum to one, give equality. -/
theorem average_bound_sharp {m L : ℝ} (hm : 0 < m) (hmL : m ≤ L) :
    GramBounds (orthogonalPair m L) m L ∧
    ∑ i, (![L / (L + m), m / (L + m)] : Fin 2 → ℝ) i = 1 ∧
    ‖average (orthogonalPair m L)‖ ^ 2 = (L + m) ^ 2 / (4 * L * m) *
      ‖mix (orthogonalPair m L) ![L / (L + m), m / (L + m)]‖ ^ 2 := by
  have hL : 0 < L := hm.trans_le hmL
  have hs : L + m ≠ 0 := by positivity
  have key : ∀ c : Fin 2 → ℝ,
      ‖mix (orthogonalPair m L) c‖ ^ 2 = m * c 0 ^ 2 + L * c 1 ^ 2 := by
    intro c
    rw [EuclideanSpace.norm_sq_eq]
    simp [mix, orthogonalPair, Fin.sum_univ_two, mul_pow, Real.sq_sqrt hm.le,
      Real.sq_sqrt hL.le, mul_comm]
  refine ⟨fun v => ?_, ?_, ?_⟩
  · rw [gram_quadratic, key]
    simp only [dotProduct, Fin.sum_univ_two]
    constructor
    · nlinarith [mul_nonneg (sub_nonneg.2 hmL) (sq_nonneg (v 1))]
    · nlinarith [mul_nonneg (sub_nonneg.2 hmL) (sq_nonneg (v 0))]
  · simp only [Fin.sum_univ_two, Matrix.cons_val_zero, Matrix.cons_val_one]
    rw [← add_div, div_self hs]
  · rw [average_eq_mix, key, key]
    simp only [Fintype.card_fin, Matrix.cons_val_zero, Matrix.cons_val_one, Nat.cast_ofNat]
    field_simp
    ring

end

end DIISVersusAveraging
```

```lean
#print axioms DIISVersusAveraging.average_le_diis
-- 'DIISVersusAveraging.average_le_diis' depends on axioms: [propext, Classical.choice, Quot.sound]
#print axioms DIISVersusAveraging.average_bound_sharp
-- 'DIISVersusAveraging.average_bound_sharp' depends on axioms: [propext, Classical.choice, Quot.sound]
```

## Two stored Fock matrices in an SCF step

Suppose the commutator errors of $F_1$ and $F_2$ are orthogonal, with norms $1$ and $3$. Then $B=\mathrm{diag}(1,9)$, and DIIS builds $0.9F_1+0.1F_2$, with predicted squared error $0.9$. Averaging builds $(F_1+F_2)/2$, with predicted squared error $2.5$. The ratio is $25/9$, the bound for $m=1$, $L=9$.

## A formulation with the inverse Gram matrix

The statement could start from a positive definite matrix $B$ and bound $(\mathbf 1^TB\mathbf 1)(\mathbf 1^TB^{-1}\mathbf 1)/n^2$. This is the Kantorovich inequality for the single vector $\mathbf 1$. It would remove the error vectors from the statement but bring in a matrix inverse, and the comparison with every sum-one combination would need a separate argument.
